# Midpoint and trapezoid sums bracket the integral of a continuous convex function

For a continuous convex function on a closed interval, the composite midpoint sum never exceeds the integral, and the composite trapezoid sum never falls below it. This holds for any number of equal panels.

Let \(f\) be continuous and convex on \([a,b]\) with \(a\le b\). Take \(N\ge 1\) panels of width \(h=(b-a)/N\), with nodes \(x_k=a+kh\) for \(k=0,\dots,N\), and write

\[
M=h\sum_{k=0}^{N-1} f\!\left(\frac{x_k+x_{k+1}}{2}\right),\qquad
T=h\sum_{k=0}^{N-1}\frac{f(x_k)+f(x_{k+1})}{2},\qquad
I=\int_a^b f(x)\,dx .
\]

Then \(M\le I\le T\), and the upper bound can be tightened:

\[
M\le I\le \frac{M+T}{2},\qquad
\left|\,I-\frac{3M+T}{4}\right|\le\frac{T-M}{4}.
\]

The tighter upper bound rearranges to \(I-M\le T-I\), so the midpoint error is at most the trapezoid error.

## An error bar for imaginary-time integrals

The bound suits a code that knows its integrand to be convex but has no estimate of its second derivative. The error bar \((T-M)/4\) uses only function values, \(2N+1\) of them in total.

One such integrand comes from quantum statistical mechanics. For a Hermitian observable of a system with finitely many levels, the thermal imaginary-time autocorrelation function has the form \(C(\tau)=\sum_n w_n e^{-\omega_n\tau}\), with weights \(w_n\ge 0\) and real energy differences \(\omega_n\). Its second derivative is non-negative, so the integral over \(0\le\tau\le\beta\), which enters the static response at inverse temperature \(\beta\), is bracketed when the values of \(C\) are exact.

The inequality also gives a consistency check. If a code finds \(M>T\) by more than rounding can account for, then the integrand is not convex, or there is an error in the values or in the sums formed from them. Finding \(M\le T\) does not establish convexity.

## From mirrored points to composite sums

**A pair of mirrored points.** Take one panel \([c,d]\) and a point \(x\) in it. Its mirror image \(c+d-x\) is also in the panel, and the average of the two points is the midpoint \(m=(c+d)/2\). Convexity with equal weights gives

\[
2f(m)\le f(x)+f(c+d-x).
\]

For the upper bound, suppose \(c<d\) and put \(t=(x-c)/(d-c)\), so that \(0\le t\le 1\). Then \(x=(1-t)c+td\) and \(c+d-x=tc+(1-t)d\), and convexity gives

\[
f(x)\le(1-t)f(c)+tf(d),\qquad f(c+d-x)\le tf(c)+(1-t)f(d).
\]

Adding these, the weights combine to one:

\[
f(x)+f(c+d-x)\le f(c)+f(d).
\]

If \(c=d\), both sides are equal.

**One panel.** The substitution \(y=c+d-x\) shows that \(\int_c^d f(c+d-x)\,dx=\int_c^d f(y)\,dy\). Integrating the pair bounds over the panel therefore gives

\[
2(d-c)f(m)\le 2\int_c^d f(x)\,dx\le(d-c)\bigl(f(c)+f(d)\bigr).
\]

Division by two yields the Hermite–Hadamard inequality.

**The tighter upper bound.** Apply the upper half of that inequality to \([c,m]\) and \([m,d]\), each of width \((d-c)/2\), and add:

\[
\int_c^d f(x)\,dx\le\frac{d-c}{4}\bigl(f(c)+2f(m)+f(d)\bigr)
=\frac12\left[(d-c)f(m)+(d-c)\frac{f(c)+f(d)}2\right].
\]

The right-hand side is the average of the panel's midpoint and trapezoid values.

**All panels.** Since \(x_0=a\) and \(x_N=b\), the panel integrals add up to \(I\). Each panel lies inside \([a,b]\), so \(f\) is continuous and convex on it. Summing the panel inequalities over \(k=0,\dots,N-1\) gives \(M\le I\le T\) and \(I\le(M+T)/2\).

**The error bar.** The interval from \(M\) to \((M+T)/2\) has centre \((3M+T)/4\) and half-width \((T-M)/4\). Since \(I\) lies in it, the error bound follows.

**A single panel with a kink.** Take \(f(x)=|x|\) on \([-1,1]\) with \(N=1\). Then \(M=0\), \(I=1\) and \(T=2\). The integral equals \((M+T)/2\), while \(M<I<T\) is strict on both sides. The estimate \((3M+T)/4=1/2\) is off by \(1/2\), exactly the error bar, so the constant \(1/4\) in that bound cannot be lowered.

## The Lean development

```lean
import Mathlib

open Set MeasureTheory

namespace ConvexQuadratureBracket

noncomputable section

/-- The `k`-th grid point when `[a, b]` is cut into `N ≥ 1` equal panels. -/
def node (a b : ℝ) (N k : ℕ) : ℝ := a + k * ((b - a) / N)

/-- The composite midpoint sum of `f` on `N ≥ 1` equal panels of `[a, b]`. -/
def midpointSum (f : ℝ → ℝ) (a b : ℝ) (N : ℕ) : ℝ :=
  ∑ k ∈ Finset.range N, (b - a) / N * f ((node a b N k + node a b N (k + 1)) / 2)

/-- The composite trapezoid sum of `f` on `N ≥ 1` equal panels of `[a, b]`. -/
def trapezoidSum (f : ℝ → ℝ) (a b : ℝ) (N : ℕ) : ℝ :=
  ∑ k ∈ Finset.range N, (b - a) / N * ((f (node a b N k) + f (node a b N (k + 1))) / 2)

/-- For `f` convex on `[c, d]`, the values at a point of `[c, d]` and at its mirror image add up
to at least twice the midpoint value and at most the sum of the two end values. -/
theorem reflected_pair_bounds {f : ℝ → ℝ} {c d x : ℝ} (hf : ConvexOn ℝ (Icc c d) f)
    (hx : x ∈ Icc c d) :
    2 * f ((c + d) / 2) ≤ f x + f (c + d - x) ∧ f x + f (c + d - x) ≤ f c + f d := by
  obtain ⟨hx1, hx2⟩ := hx
  have hcd : c ≤ d := hx1.trans hx2
  constructor
  · -- the midpoint is the average of the point and its mirror image
    have hy : c + d - x ∈ Icc c d := ⟨by linarith, by linarith⟩
    have h := hf.2 (⟨hx1, hx2⟩ : x ∈ Icc c d) hy (by norm_num : (0 : ℝ) ≤ 1 / 2)
      (by norm_num : (0 : ℝ) ≤ 1 / 2) (by norm_num)
    simp only [smul_eq_mul] at h
    have e : 1 / 2 * x + 1 / 2 * (c + d - x) = (c + d) / 2 := by ring
    rw [e] at h
    linarith
  · rcases hcd.eq_or_lt with heq | hlt
    · have e1 : x = c := by linarith
      have e2 : c + d - x = d := by linarith
      rw [e2, e1]
    · -- both points lie under the chord, with exchanged weights
      have hpos : 0 < d - c := sub_pos.2 hlt
      obtain ⟨t, ht⟩ : ∃ t : ℝ, t * (d - c) = x - c :=
        ⟨(x - c) / (d - c), div_mul_cancel₀ _ hpos.ne'⟩
      have ht0 : 0 ≤ t := by
        by_contra hneg
        nlinarith [mul_pos (neg_pos.2 (not_le.1 hneg)) hpos]
      have ht1 : 0 ≤ 1 - t := by
        by_contra hneg
        nlinarith [mul_pos (neg_pos.2 (not_le.1 hneg)) hpos]
      have h1 := hf.2 (left_mem_Icc.2 hcd) (right_mem_Icc.2 hcd) ht1 ht0 (by ring)
      have h2 := hf.2 (left_mem_Icc.2 hcd) (right_mem_Icc.2 hcd) ht0 ht1 (by ring)
      simp only [smul_eq_mul] at h1 h2
      have e1 : (1 - t) * c + t * d = x := by linear_combination ht
      have e2 : t * c + (1 - t) * d = c + d - x := by linear_combination (-1 : ℝ) * ht
      rw [e1] at h1
      rw [e2] at h2
      linarith

/-- Hermite–Hadamard inequality: on one panel `[c, d]`, the integral of a continuous convex
function lies between its midpoint and trapezoid values. -/
theorem hermite_hadamard {f : ℝ → ℝ} {c d : ℝ} (hcd : c ≤ d)
    (hf : ConvexOn ℝ (Icc c d) f) (hc : ContinuousOn f (Icc c d)) :
    (d - c) * f ((c + d) / 2) ≤ ∫ x in c..d, f x ∧
      ∫ x in c..d, f x ≤ (d - c) * ((f c + f d) / 2) := by
  have hg : ContinuousOn (fun x : ℝ => c + d - x) (Icc c d) := by fun_prop
  have hm : MapsTo (fun x : ℝ => c + d - x) (Icc c d) (Icc c d) := by
    intro x hx
    simp only [mem_Icc] at hx ⊢
    constructor <;> linarith [hx.1, hx.2]
  have hr : ContinuousOn (fun x => f (c + d - x)) (Icc c d) := hc.comp hg hm
  have hi : IntervalIntegrable f volume c d := hc.intervalIntegrable_of_Icc hcd
  have hri : IntervalIntegrable (fun x => f (c + d - x)) volume c d :=
    hr.intervalIntegrable_of_Icc hcd
  have hsi : IntervalIntegrable (fun x => f x + f (c + d - x)) volume c d :=
    (hc.add hr).intervalIntegrable_of_Icc hcd
  -- reflection about the midpoint leaves the integral unchanged
  have hrefl : ∫ x in c..d, f (c + d - x) = ∫ x in c..d, f x := by
    rw [intervalIntegral.integral_comp_sub_left f (c + d), add_sub_cancel_right,
      add_sub_cancel_left]
  have hsum : ∫ x in c..d, (f x + f (c + d - x)) = 2 * ∫ x in c..d, f x := by
    rw [intervalIntegral.integral_add hi hri, hrefl]
    ring
  have hlow := intervalIntegral.integral_mono_on hcd
    (continuous_const.intervalIntegrable c d) hsi
    (fun x hx => (reflected_pair_bounds hf hx).1)
  have hupp := intervalIntegral.integral_mono_on hcd hsi
    (continuous_const.intervalIntegrable c d)
    (fun x hx => (reflected_pair_bounds hf hx).2)
  rw [hsum, intervalIntegral.integral_const, smul_eq_mul] at hlow hupp
  constructor <;> linarith

/-- On one panel `[c, d]`, the integral of a continuous convex function is at most the average
of its midpoint and trapezoid values. -/
theorem panel_le_average {f : ℝ → ℝ} {c d : ℝ} (hcd : c ≤ d)
    (hf : ConvexOn ℝ (Icc c d) f) (hc : ContinuousOn f (Icc c d)) :
    ∫ x in c..d, f x ≤
      ((d - c) * f ((c + d) / 2) + (d - c) * ((f c + f d) / 2)) / 2 := by
  have h1 : c ≤ (c + d) / 2 := by linarith
  have h2 : (c + d) / 2 ≤ d := by linarith
  have s1 : Icc c ((c + d) / 2) ⊆ Icc c d := Icc_subset_Icc le_rfl h2
  have s2 : Icc ((c + d) / 2) d ⊆ Icc c d := Icc_subset_Icc h1 le_rfl
  -- trapezoid bound on each half of the panel
  have b1 := (hermite_hadamard h1 (hf.subset s1 (convex_Icc _ _)) (hc.mono s1)).2
  have b2 := (hermite_hadamard h2 (hf.subset s2 (convex_Icc _ _)) (hc.mono s2)).2
  rw [← intervalIntegral.integral_add_adjacent_intervals
    ((hc.mono s1).intervalIntegrable_of_Icc h1) ((hc.mono s2).intervalIntegrable_of_Icc h2)]
  linarith

/-- Each of the `N` equal panels of `[a, b]`, `a ≤ b`, has width `(b - a) / N`, has its end
points in order, and lies inside `[a, b]`. -/
theorem panel_geometry {a b : ℝ} {N k : ℕ} (hab : a ≤ b) (hk : k < N) :
    node a b N (k + 1) - node a b N k = (b - a) / N ∧
      node a b N k ≤ node a b N (k + 1) ∧
      Icc (node a b N k) (node a b N (k + 1)) ⊆ Icc a b := by
  have hN : (0 : ℝ) < N := by exact_mod_cast (Nat.zero_le k).trans_lt hk
  have hh : 0 ≤ (b - a) / N := div_nonneg (sub_nonneg.2 hab) hN.le
  have hNh : (N : ℝ) * ((b - a) / N) = b - a := by field_simp
  have hk' : (k : ℝ) + 1 ≤ N := by exact_mod_cast hk
  have h0 : 0 ≤ (k : ℝ) * ((b - a) / N) := mul_nonneg (Nat.cast_nonneg k) hh
  have h1 := mul_le_mul_of_nonneg_right hk' hh
  have hw : node a b N (k + 1) - node a b N k = (b - a) / N := by
    unfold node
    push_cast
    ring
  refine ⟨hw, by linarith, Icc_subset_Icc ?_ ?_⟩
  · unfold node
    linarith
  · unfold node
    push_cast
    linarith

/-- The integral of a continuous function over `[a, b]`, `a ≤ b`, is the sum of its integrals
over `N ≥ 1` equal panels. -/
theorem integral_eq_sum_panels {f : ℝ → ℝ} {a b : ℝ} {N : ℕ} (hab : a ≤ b) (hN : 1 ≤ N)
    (hc : ContinuousOn f (Icc a b)) :
    ∫ x in a..b, f x =
      ∑ k ∈ Finset.range N, ∫ x in (node a b N k)..(node a b N (k + 1)), f x := by
  have hN' : (N : ℝ) ≠ 0 := by exact_mod_cast (by omega : N ≠ 0)
  have e0 : node a b N 0 = a := by simp [node]
  have eN : node a b N N = b := by
    have h : (N : ℝ) * ((b - a) / N) = b - a := by field_simp
    unfold node
    linarith
  rw [intervalIntegral.sum_integral_adjacent_intervals, e0, eN]
  intro k hk
  obtain ⟨-, hle, hsub⟩ := panel_geometry hab hk
  exact (hc.mono hsub).intervalIntegrable_of_Icc hle

/-- For `f` continuous and convex on `[a, b]`, `a ≤ b`, and any number `N ≥ 1` of equal panels,
the composite midpoint sum is at most the integral and the composite trapezoid sum at least. -/
theorem midpoint_le_integral_le_trapezoid {f : ℝ → ℝ} {a b : ℝ} {N : ℕ} (hab : a ≤ b)
    (hN : 1 ≤ N) (hf : ConvexOn ℝ (Icc a b) f) (hc : ContinuousOn f (Icc a b)) :
    midpointSum f a b N ≤ ∫ x in a..b, f x ∧ ∫ x in a..b, f x ≤ trapezoidSum f a b N := by
  rw [integral_eq_sum_panels hab hN hc]
  constructor <;> refine Finset.sum_le_sum fun k hk => ?_
  all_goals
    obtain ⟨hw, hle, hsub⟩ := panel_geometry hab (Finset.mem_range.1 hk)
    have h := hermite_hadamard hle (hf.subset hsub (convex_Icc _ _)) (hc.mono hsub)
    rw [hw] at h
  · exact h.1
  · exact h.2

/-- For `f` continuous and convex on `[a, b]`, `a ≤ b`, and `N ≥ 1` equal panels, the integral
is at most the average of the composite midpoint and trapezoid sums. -/
theorem integral_le_average {f : ℝ → ℝ} {a b : ℝ} {N : ℕ} (hab : a ≤ b)
    (hN : 1 ≤ N) (hf : ConvexOn ℝ (Icc a b) f) (hc : ContinuousOn f (Icc a b)) :
    ∫ x in a..b, f x ≤ (midpointSum f a b N + trapezoidSum f a b N) / 2 := by
  rw [integral_eq_sum_panels hab hN hc, midpointSum, trapezoidSum,
    ← Finset.sum_add_distrib, Finset.sum_div]
  refine Finset.sum_le_sum fun k hk => ?_
  obtain ⟨hw, hle, hsub⟩ := panel_geometry hab (Finset.mem_range.1 hk)
  have h := panel_le_average hle (hf.subset hsub (convex_Icc _ _)) (hc.mono hsub)
  rwa [hw] at h

/-- For `f` continuous and convex on `[a, b]`, `a ≤ b`, and `N ≥ 1` equal panels, the estimate
`(3M + T) / 4` from the midpoint sum `M` and trapezoid sum `T` errs by at most `(T - M) / 4`. -/
theorem computable_error_bound {f : ℝ → ℝ} {a b : ℝ} {N : ℕ} (hab : a ≤ b)
    (hN : 1 ≤ N) (hf : ConvexOn ℝ (Icc a b) f) (hc : ContinuousOn f (Icc a b)) :
    |(∫ x in a..b, f x) - (3 * midpointSum f a b N + trapezoidSum f a b N) / 4| ≤
      (trapezoidSum f a b N - midpointSum f a b N) / 4 := by
  have h1 := (midpoint_le_integral_le_trapezoid hab hN hf hc).1
  have h2 := integral_le_average hab hN hf hc
  rw [abs_le]
  constructor <;> linarith

/-- For `|x|` on `[-1, 1]` with a single panel, the midpoint sum is `0`, the integral is `1` and the
trapezoid sum is `2`. -/
theorem average_bound_sharp :
    midpointSum (fun x => |x|) (-1) 1 1 = 0 ∧ ∫ x in (-1 : ℝ)..1, |x| = 1 ∧
      trapezoidSum (fun x => |x|) (-1) 1 1 = 2 := by
  refine ⟨by norm_num [midpointSum, node], ?_, by norm_num [trapezoidSum, node]⟩
  -- split the integral at the kink
  have h1 : ∫ x in (-1 : ℝ)..0, |x| = 1 / 2 := by
    have e : ∫ x in (-1 : ℝ)..0, |x| = ∫ x in (-1 : ℝ)..0, -x :=
      intervalIntegral.integral_congr fun x hx => by
        rw [uIcc_of_le (by norm_num : (-1 : ℝ) ≤ 0)] at hx
        exact abs_of_nonpos hx.2
    rw [e, intervalIntegral.integral_neg, integral_id]
    norm_num
  have h2 : ∫ x in (0 : ℝ)..1, |x| = 1 / 2 := by
    have e : ∫ x in (0 : ℝ)..1, |x| = ∫ x in (0 : ℝ)..1, x :=
      intervalIntegral.integral_congr fun x hx => by
        rw [uIcc_of_le (by norm_num : (0 : ℝ) ≤ 1)] at hx
        exact abs_of_nonneg hx.1
    rw [e, integral_id]
    norm_num
  rw [← intervalIntegral.integral_add_adjacent_intervals
    (continuous_abs.intervalIntegrable (-1 : ℝ) 0) (continuous_abs.intervalIntegrable 0 1),
    h1, h2]
  norm_num

end

end ConvexQuadratureBracket
```

```lean
#print axioms ConvexQuadratureBracket.midpoint_le_integral_le_trapezoid
#print axioms ConvexQuadratureBracket.computable_error_bound
#print axioms ConvexQuadratureBracket.average_bound_sharp
```

```
'ConvexQuadratureBracket.midpoint_le_integral_le_trapezoid' depends on axioms: [propext, Classical.choice, Quot.sound]
'ConvexQuadratureBracket.computable_error_bound' depends on axioms: [propext, Classical.choice, Quot.sound]
'ConvexQuadratureBracket.average_bound_sharp' depends on axioms: [propext, Classical.choice, Quot.sound]
```

## Reading the definitions and theorems

The integrand is a function `f : ℝ → ℝ` defined on the whole real line, but the hypotheses constrain it only on the closed interval `Icc a b`. They are `ConvexOn ℝ (Icc a b) f` for convexity and `ContinuousOn f (Icc a b)` for continuity, together with `a ≤ b` and `1 ≤ N`.

`node a b N k` is \(x_k\), and `Finset.range N` runs over \(k=0,\dots,N-1\). The sums `midpointSum` and `trapezoidSum` are \(M\) and \(T\), with the panel width included. The expression `∫ x in a..b, f x` is Mathlib's oriented interval integral, which is the ordinary integral when \(a\le b\).

`midpoint_le_integral_le_trapezoid` states the two-sided bracket, `integral_le_average` the tighter upper bound and `computable_error_bound` the error bar. `average_bound_sharp` gives the three values for \(|x|\).

## The lemmas behind the bracket

`reflected_pair_bounds` contains the convexity argument. The component `hf.2` is the convexity inequality itself, used once with weights \(1/2,1/2\) and twice with the exchanged weights \(t\) and \(1-t\).

`hermite_hadamard` integrates those bounds. The reflection step is `integral_comp_sub_left`, and `integral_mono_on` turns the pointwise inequalities into inequalities between integrals. Continuity supplies the integrability that these steps need. `panel_le_average` then applies the upper half to the two halves of a panel and joins the integrals.

`panel_geometry` proves that each panel has width \(h\), has its ends in order and lies inside \([a,b]\). `integral_eq_sum_panels` splits the integral at the nodes. With these two lemmas, `Finset.sum_le_sum` carries the panel inequalities over to the composite sums. The error bar follows from `abs_le`, which splits the absolute value into two linear inequalities for `linarith`.

## Convexity is an input, and rounding is not modelled

The bracket holds at every \(N\ge1\), with no smoothness beyond continuity, so kinks are allowed anywhere in the interval. In the degenerate case \(a=b\), all three quantities are zero.

Convexity is assumed, and a code has to obtain it from the physics or the formula of the integrand, since finitely many samples cannot establish it. Continuity is required up to the end points, which excludes an integrand that diverges or jumps there. The panels are equal and the interval is finite.

The theorems concern real numbers. In floating point, \(M\) and \(T\) carry rounding errors, and the computed bracket may miss an integral that lies within such an error of \(M\) or \(T\). Noise in sampled values has the same effect and is usually much larger. The theorems also give no rate at which \(T-M\) shrinks as \(N\) grows; a code reads the current width from the two sums.
